# Radial densities with equal charge and equal boundary value and slope can differ in having an interior maximum

A density is represented here by a real function of the radius alone, and its charge in the unit augmentation sphere by the radial integral

Q[f] = ∫₀¹ r² f(r) dr.

The weight r² is the spherical volume element. The constant angular factor is left out, which does not affect whether two charges are equal. The functions are polynomials defined for every real r, so the sphere enters only through the limits of the integral, the boundary point r = 1 and the intervals `Icc 0 1` (closed) and `Ioo 0 1` (open).

In Lean 4 with Mathlib:

```lean
import Mathlib

open Set

namespace EqualMonopoleDensities

noncomputable section
```

The reference density is n(r) = 2 − r. A real parameter t reshapes it inside the sphere:

n_t(r) = 2 − r − t(1 − r)²(1 − 2r).

In the code n is `reference`, n_t is `density t` and Q is `monopole`. The member m = n₂ is the one compared with n at the end.

```lean
/-- The reference radial density `2 - r` in the unit augmentation sphere. -/
def reference (r : ℝ) : ℝ := 2 - r

/-- The reference density minus `t (1 - r)² (1 - 2r)`, where `t` is the strength of the reshaping.
-/
def density (t r : ℝ) : ℝ := reference r - t * (1 - r) ^ 2 * (1 - 2 * r)

/-- The charge of a radial density in the unit sphere, without the angular factor. -/
def monopole (f : ℝ → ℝ) : ℝ := ∫ r in (0 : ℝ)..1, r ^ 2 * f r
```

## Equal charge fixes the form of the correction

For spherical densities that agree outside the sphere, equal charge inside it means the same electrostatic potential outside. To see what this condition demands, add a correction of the form (1 − r)²(a + br) to n, with a and b real. By hand,

∫₀¹ r²(2 − r) dr = 2/3 − 1/4 = 5/12,

∫₀¹ r²(1 − r)² dr = 1/3 − 1/2 + 1/5 = 1/30,

∫₀¹ r³(1 − r)² dr = 1/4 − 2/5 + 1/6 = 1/60.

The total charge is 5/12 + a/30 + b/60. It equals 5/12 exactly when b = −2a, so the correction must be a multiple of (1 − r)²(1 − 2r). Without this condition the charge shifts, and the exterior potential with it.

`monopole_corrected` obtains the total from an explicit antiderivative and the fundamental theorem of calculus. `correction_neutral_iff` solves the linear condition. `monopole_density` sets a = −t and b = 2t, so the charge is preserved for every real t.

```lean
/-- The charge of the reference density plus a cubic correction that vanishes
to second order at the sphere boundary. -/
theorem monopole_corrected (a b : ℝ) :
    monopole (fun r => 2 - r + (1 - r) ^ 2 * (a + b * r)) = 5 / 12 + a / 30 + b / 60 := by
  -- an explicit antiderivative of the radial charge
  have hF : ∀ r : ℝ, HasDerivAt
      (fun x : ℝ => (2 + a) / 3 * x ^ 3 + (-1 - 2 * a + b) / 4 * x ^ 4
        + (a - 2 * b) / 5 * x ^ 5 + b / 6 * x ^ 6)
      (r ^ 2 * (2 - r + (1 - r) ^ 2 * (a + b * r))) r := by
    intro r
    have h3 : HasDerivAt (fun x : ℝ => x ^ 3) (3 * r ^ 2) r := by
      simpa using hasDerivAt_pow 3 r
    have h4 : HasDerivAt (fun x : ℝ => x ^ 4) (4 * r ^ 3) r := by
      simpa using hasDerivAt_pow 4 r
    have h5 : HasDerivAt (fun x : ℝ => x ^ 5) (5 * r ^ 4) r := by
      simpa using hasDerivAt_pow 5 r
    have h6 : HasDerivAt (fun x : ℝ => x ^ 6) (6 * r ^ 5) r := by
      simpa using hasDerivAt_pow 6 r
    exact ((((h3.const_mul ((2 + a) / 3)).fun_add
      (h4.const_mul ((-1 - 2 * a + b) / 4))).fun_add
      (h5.const_mul ((a - 2 * b) / 5))).fun_add
      (h6.const_mul (b / 6))).congr_deriv (by ring)
  have hint : IntervalIntegrable
      (fun r : ℝ => r ^ 2 * (2 - r + (1 - r) ^ 2 * (a + b * r)))
      MeasureTheory.volume 0 1 :=
    Continuous.intervalIntegrable (by fun_prop) _ _
  unfold monopole
  rw [intervalIntegral.integral_eq_sub_of_hasDerivAt (fun r _ => hF r) hint]
  ring

/-- A correction `(1 - r)² (a + b r)` leaves the charge of the reference density unchanged exactly
when it is a multiple of `(1 - r)² (1 - 2r)`. -/
theorem correction_neutral_iff (a b : ℝ) :
    monopole (fun r => 2 - r + (1 - r) ^ 2 * (a + b * r)) = 5 / 12 ↔ b = -2 * a := by
  rw [monopole_corrected]
  constructor <;> intro h <;> linarith

/-- Every reshaped density carries the same charge as the reference density. -/
theorem monopole_density (t : ℝ) : monopole (density t) = monopole reference := by
  have e : density t = fun r => 2 - r + (1 - r) ^ 2 * (-t + 2 * t * r) := by
    funext r
    unfold density reference
    ring
  have e0 : reference = fun r => 2 - r + (1 - r) ^ 2 * (0 + 0 * r) := by
    funext r
    unfold reference
    ring
  rw [e, e0, monopole_corrected, monopole_corrected]
  ring
```

## The double zero at r = 1 joins the densities smoothly

The factor (1 − r)² keeps the value and the slope at the sphere boundary, so each n_t joins the same exterior density as n does. With a single factor (1 − r), the value would survive but the slope would in general change, leaving a kink.

The derivative of (1 − r)²(1 − 2r) is −2(1 − r)(1 − 2r) − 2(1 − r)² = −2(1 − r)(2 − 3r). Hence

n_t′(r) = −1 + 2t(1 − r)(2 − 3r),

and n_t(1) = 1, n_t′(1) = −1 for every t. `hasDerivAt_density` proves the slope formula by expanding the polynomial and differentiating term by term. `HasDerivAt` states a two-sided derivative, which for these polynomials agrees at r = 1 with the slope from inside.

```lean
/-- The radial slope of the reshaped density. -/
theorem hasDerivAt_density (t r : ℝ) :
    HasDerivAt (density t) (-1 + 2 * t * (1 - r) * (2 - 3 * r)) r := by
  have e : density t = fun x =>
      (2 - t) + ((4 * t - 1) * x + (-(5 * t)) * x ^ 2 + 2 * t * x ^ 3) := by
    funext x
    unfold density reference
    ring
  have h2 : HasDerivAt (fun x : ℝ => x ^ 2) (2 * r) r := by
    simpa using hasDerivAt_pow 2 r
  have h3 : HasDerivAt (fun x : ℝ => x ^ 3) (3 * r ^ 2) r := by
    simpa using hasDerivAt_pow 3 r
  rw [e]
  exact (((((hasDerivAt_id' r).const_mul (4 * t - 1)).fun_add
    (h2.const_mul (-(5 * t)))).fun_add
    (h3.const_mul (2 * t))).const_add (2 - t)).congr_deriv (by ring)
```

## Nonnegativity bounds the strength by t ≤ 2

An electron density cannot be negative, and equal charge does not ensure this. At the origin n_t(0) = 2 − t, so nonnegativity forces t ≤ 2. For the converse, expand m:

m(r) = 7r − 10r² + 4r³ = r(7 − 10r + 4r²).

The bracket equals (4r − 5)²/4 + 3/4 and is positive. Since

n_t = (1 − t/2) n + (t/2) m,

n_t is a mixture of two nonnegative functions with nonnegative weights when 0 ≤ t ≤ 2.

`density_nonneg_iff` follows the same route: it evaluates at r = 0 in one direction and uses the mixture, with the square given to `nlinarith` as a hint, in the other.

```lean
/-- For `t ≥ 0` the reshaped density is nonnegative throughout the sphere
exactly when `t ≤ 2`. -/
theorem density_nonneg_iff {t : ℝ} (ht : 0 ≤ t) :
    (∀ r ∈ Icc (0 : ℝ) 1, 0 ≤ density t r) ↔ t ≤ 2 := by
  constructor
  · intro h
    have h0 := h 0 ⟨le_refl _, zero_le_one⟩
    norm_num [density, reference] at h0
    linarith
  · rintro h2 r ⟨hr0, hr1⟩
    -- a mixture of the two extreme densities, t = 0 and t = 2
    have e : density t r =
        (1 - t / 2) * (2 - r) + t / 2 * (r * (7 - 10 * r + 4 * r ^ 2)) := by
      unfold density reference
      ring
    have hq : 0 ≤ 7 - 10 * r + 4 * r ^ 2 := by nlinarith [sq_nonneg (4 * r - 5)]
    rw [e]
    exact add_nonneg (mul_nonneg (by linarith) (by linarith))
      (mul_nonneg (by linarith) (mul_nonneg hr0 hq))
```

## The sign condition t ≥ 0 selects one direction of reshaping

For t > 0, charge moves from the inner part of the sphere, r < 1/2, to the outer part. The hypothesis `ht : 0 ≤ t` makes the weight t/2 nonnegative above, and it fixes the sign of the slope estimates below.

For negative t, two equivalences can fail: the one above, between nonnegativity and t ≤ 2, and the one proved below, between an interior maximum and t > 1/4. At t = −54 and r = 2/3 the density is 4/3 − 2 = −2/3, although t ≤ 2. At t = −12 the slope is +1 at r = 5/6 and −1 at r = 1, so there is a maximum between them although t < 1/4. These two counterexamples are arithmetic done here, not results from the code.

## Weak reshaping, t ≤ 1/4, keeps the density decreasing

The condition t ≤ 1/4 says that the correction is too weak to make the density rise from the centre. Expanding the slope gives

n_t′(r) = (4t − 1) − 2t r(5 − 3r).

For 0 < r < 1 the product r(5 − 3r) is positive. For 0 < t ≤ 1/4 the first term is at most zero and the second contribution is strictly negative; for t = 0 the slope is −1.

`density_strictAntiOn` splits into these two cases. It needs a negative derivative only for 0 < r < 1, so t = 1/4 is included even though the slope then vanishes at r = 0.

```lean
/-- For `0 ≤ t ≤ 1/4` the reshaped density decreases strictly from the nucleus
to the sphere boundary. -/
theorem density_strictAntiOn {t : ℝ} (ht : 0 ≤ t) (ht4 : t ≤ 1 / 4) :
    StrictAntiOn (density t) (Icc 0 1) := by
  have hc : Continuous (density t) :=
    continuous_iff_continuousAt.2 fun r => (hasDerivAt_density t r).continuousAt
  apply strictAntiOn_of_deriv_neg (convex_Icc 0 1) hc.continuousOn
  intro r hr
  rw [interior_Icc] at hr
  rw [(hasDerivAt_density t r).deriv]
  have hp : 0 < r * (5 - 3 * r) := mul_pos hr.1 (by linarith [hr.2])
  rcases ht.eq_or_lt with h | h
  · rw [← h]
    norm_num
  · nlinarith [mul_pos h hp]
```

## Strong reshaping, t > 1/4, creates an interior maximum

At an interior maximum the slope vanishes, so

4t = 1 + 2t r(5 − 3r).

With t ≥ 0 the right side is at least 1. Thus t > 0, the last term is strictly positive, and t > 1/4.

Conversely, let t > 1/4. A continuous function on [0,1] attains its maximum, and it remains to exclude the endpoints. Write

n_t(r) = n_t(0) + (4t − 1)r − 5t r² + 2t r³

and take s = (4t − 1)/(5t), which lies in (0,1). The linear and quadratic terms cancel at r = s, leaving n_t(s) = n_t(0) + 2ts³ > n_t(0). The maximum is therefore not at 0. Nor is it at 1, because n_t(1/2) = 3/2 exceeds n_t(1) = 1.

In `interior_maximum_iff`, `hasDerivAt_eq_zero` supplies the stationarity condition, and `isCompact_Icc.exists_isMaxOn` supplies the maximiser c. The facts `hrise` and `hhc` exclude the two endpoints.

```lean
/-- For `t ≥ 0` the reshaped density has a local maximum strictly between the
nucleus and the sphere boundary exactly when `t > 1/4`. -/
theorem interior_maximum_iff {t : ℝ} (ht : 0 ≤ t) :
    (∃ r ∈ Ioo (0 : ℝ) 1, IsLocalMax (density t) r) ↔ 1 / 4 < t := by
  constructor
  · rintro ⟨r, ⟨hr0, hr1⟩, hmax⟩
    have h := hmax.hasDerivAt_eq_zero (hasDerivAt_density t r)
    have hp : 0 < r * (5 - 3 * r) := mul_pos hr0 (by linarith)
    have h4 : 4 * t = 1 + 2 * (t * (r * (5 - 3 * r))) := by linear_combination h
    have ht0 : 0 < t := by linarith [mul_nonneg ht hp.le]
    linarith [mul_pos ht0 hp]
  · intro h
    have ht0 : 0 < t := by linarith
    have hc : Continuous (density t) :=
      continuous_iff_continuousAt.2 fun r => (hasDerivAt_density t r).continuousAt
    obtain ⟨c, hcI, hmax⟩ := isCompact_Icc.exists_isMaxOn
      (nonempty_Icc.2 (zero_le_one : (0 : ℝ) ≤ 1)) hc.continuousOn
    -- a point where the density exceeds its value at the nucleus
    obtain ⟨s, hs⟩ : ∃ s : ℝ, 5 * t * s = 4 * t - 1 :=
      ⟨(4 * t - 1) / (5 * t), by field_simp⟩
    have hs0 : 0 < s := by
      by_contra hn
      nlinarith [mul_nonneg ht (neg_nonneg.2 (not_lt.1 hn))]
    have hs1 : s < 1 := by
      by_contra hn
      nlinarith [mul_nonneg ht (sub_nonneg.2 (not_lt.1 hn))]
    have hrise : density t s = density t 0 + 2 * t * s ^ 3 := by
      unfold density reference
      linear_combination (-s) * hs
    have hpos : 0 < 2 * t * s ^ 3 := by positivity
    have hsc : density t s ≤ density t c := hmax ⟨hs0.le, hs1.le⟩
    have hhc : density t (1 / 2) ≤ density t c := hmax ⟨by norm_num, by norm_num⟩
    have hc0 : c ≠ 0 := by
      rintro rfl
      linarith
    have hc1 : c ≠ 1 := by
      rintro rfl
      norm_num [density, reference] at hhc
    have h0 : 0 < c := lt_of_le_of_ne hcI.1 hc0.symm
    have h1 : c < 1 := lt_of_le_of_ne hcI.2 hc1
    exact ⟨c, ⟨h0, h1⟩, hmax.isLocalMax (Icc_mem_nhds h0 h1)⟩
```

The open interval matters. `IsLocalMax` compares values on both sides of a point, including negative r when the point is the origin. At t = 1/4 the polynomial has zero slope and negative curvature at r = 0, so it has a local maximum there on the whole line. Writing `Icc` for `Ioo` would thus change the threshold to t ≥ 1/4 and count the centre r = 0, which is an endpoint of the radial range.

The case t = 1 can be followed with numbers:

n₁(r) = 1 + 3r − 5r² + 2r³.

Its charge is 1/3 + 3/4 − 1 + 1/3 = 5/12, its boundary value is 1 and its boundary slope is 3 − 10 + 6 = −1. The slope vanishes where 6r² − 10r + 3 = 0, whose root inside the sphere is r = (5 − √7)/6 ≈ 0.392. There n₁ ≈ 1.528, above the central value 1.

## The pair n and m agrees in charge, boundary value and boundary slope

At t = 2 the maximum can be located exactly:

m(1/2) − m(r) = (r − 1/2)²(6 − 4r) ≥ 0 for 0 ≤ r ≤ 1.

`equal_monopole_pair` collects the comparison: both densities are nonnegative on [0,1], and their charges, boundary values and boundary slopes agree. The reference decreases strictly, while m has a local maximum at r = 1/2. The proof specialises the earlier results to t = 0 and t = 2 and uses the displayed square for the maximum.

```lean
/-- Two densities, nonnegative in the unit sphere, with equal charge there and equal boundary value
and slope: one decreases strictly in the sphere, the other has a local maximum at half the sphere
radius. -/
theorem equal_monopole_pair :
    (∀ r ∈ Icc (0 : ℝ) 1, 0 ≤ reference r ∧ 0 ≤ density 2 r) ∧
    monopole (density 2) = monopole reference ∧
    density 2 1 = reference 1 ∧
    (HasDerivAt reference (-1) 1 ∧ HasDerivAt (density 2) (-1) 1) ∧
    StrictAntiOn reference (Icc 0 1) ∧ IsLocalMax (density 2) (1 / 2) := by
  have e : density 0 = reference := by
    funext r
    unfold density
    ring
  refine ⟨fun r hr => ⟨?_, ?_⟩, monopole_density 2, ?_, ⟨?_, ?_⟩, ?_, ?_⟩
  · unfold reference
    linarith [hr.2]
  · exact (density_nonneg_iff (by norm_num)).2 le_rfl r hr
  · unfold density
    ring
  · rw [← e]
    exact (hasDerivAt_density 0 1).congr_deriv (by ring)
  · exact (hasDerivAt_density 2 1).congr_deriv (by ring)
  · rw [← e]
    exact density_strictAntiOn le_rfl (by norm_num)
  · -- the drop from the maximum is (r - 1/2)² (6 - 4r)
    have hm : IsMaxOn (density 2) (Icc 0 1) (1 / 2) := by
      intro r hr
      have hd : density 2 (1 / 2) - density 2 r = (r - 1 / 2) ^ 2 * (6 - 4 * r) := by
        unfold density reference
        ring
      have hn : 0 ≤ (r - 1 / 2) ^ 2 * (6 - 4 * r) :=
        mul_nonneg (sq_nonneg _) (by linarith [hr.2])
      show density 2 r ≤ density 2 (1 / 2)
      linarith
    exact hm.isLocalMax (Icc_mem_nhds (by norm_num) (by norm_num))

end

end EqualMonopoleDensities
```

```lean
#print axioms EqualMonopoleDensities.correction_neutral_iff
#print axioms EqualMonopoleDensities.interior_maximum_iff
#print axioms EqualMonopoleDensities.equal_monopole_pair
```

```
'EqualMonopoleDensities.correction_neutral_iff' depends on axioms: [propext, Classical.choice, Quot.sound]
'EqualMonopoleDensities.interior_maximum_iff' depends on axioms: [propext, Classical.choice, Quot.sound]
'EqualMonopoleDensities.equal_monopole_pair' depends on axioms: [propext, Classical.choice, Quot.sound]
```

In three dimensions the radial maximum of m is a whole spherical shell of critical points. For PAW and ultrasoft calculations, this one-parameter spherical model shows that matching the monopole and the boundary data does not by itself secure the critical points of a density inside the augmentation sphere.

The model derives no density from orbitals and imposes no nuclear cusp condition. For t > 1/4 the density rises linearly from r = 0. The spherical average of a true all-electron density never has a positive slope at a point nucleus, and a smooth spherical pseudo density has zero slope there. Those members are therefore illustrative profiles, neither true all-electron densities nor smooth pseudo densities.
